# The Gram–Hadamard bound for real overlap determinants and absolute convergence of a series with a Gram-form propagator

Consider the simplest form of determinantal diagram expansion, evaluated order by order. At order $n$ one places $n$ vertices at positions $x_0,\dots,x_{n-1}$, fills an $n\times n$ matrix with the propagator $G(x_i,x_j)$, estimates the integral of its determinant over all positions by sampling, multiplies by $t^n/n!$ for a coupling $t$, and adds up the orders. The integration presupposes that each integral exists, and plain summation of the orders presupposes that the series converges. The parts below establish both for every real $t$, provided the propagator is a real inner product $G(x,y)=\langle f(x),g(y)\rangle$ of vector-valued functions $f$ and $g$, is jointly measurable, and has $\lVert f(x)\rVert\,\lVert g(x)\rVert$ integrable over a $\sigma$-finite position space. One $n\times n$ determinant per order is the structure that Wick's theorem gives for a perturbation with one fermion creation and one annihilation operator per vertex, around a non-interacting reference that conserves particle number. A number-conserving quartic interaction gives instead a $2n\times2n$ determinant, or a product of two $n\times n$ determinants, at order $n$; that case is not treated here.

## Vectors and their overlap matrix

Throughout, $E$ is a real vector space with inner product $\langle\cdot,\cdot\rangle$ and norm $\lVert\cdot\rVert$. It may be infinite-dimensional and need not be complete. Indices $i,j,k$ run over $0,\dots,n-1$, as in Lean's `Fin n`, and a family of $n$ vectors is a function `Fin n → E`. The case $n=0$ is allowed: the empty determinant and the empty product both equal $1$.

```lean
import Mathlib

open Matrix MeasureTheory

namespace GramHadamard

noncomputable section

variable {E : Type*} [NormedAddCommGroup E] [InnerProductSpace ℝ E] {n : ℕ}
```

For families $u$ and $v$, the overlap matrix $S(u,v)$ has entries $S(u,v)_{ij}=\langle u_i,v_j\rangle$, so $u$ labels rows and $v$ labels columns. In Lean it is `overlap u v`. Complex inner products are not covered.

```lean
/-- The overlap matrix with entries `⟨u i, v j⟩`. -/
def overlap (u v : Fin n → E) : Matrix (Fin n) (Fin n) ℝ :=
  Matrix.of fun i j => inner ℝ (u i) (v j)
```

## (a) Hadamard's inequality for a real square matrix

Let $M$ be a real $n\times n$ matrix with columns $c_j$, of Euclidean length $\lVert c_j\rVert=\big(\sum_i M_{ij}^2\big)^{1/2}$. Show that $|\det M|\le\prod_j\lVert c_j\rVert$.

If the columns are linearly dependent, $\det M=0$ and the right side is non-negative. Otherwise Gram–Schmidt gives orthonormal vectors $q_0,\dots,q_{n-1}$ in $\mathbb R^n$ with $c_j=\sum_{k\le j}R_{kj}\,q_k$ and $R_{kj}=q_k\cdot c_j$. Let $Q$ be the matrix with columns $q_k$. Then $M=QR$ with $Q$ orthogonal and $R$ upper triangular, so $|\det Q|=1$ and
$$|\det M|=\prod_j|R_{jj}|=\prod_j|q_j\cdot c_j|\le\prod_j\lVert c_j\rVert,$$
where the last step is the Cauchy–Schwarz inequality with $\lVert q_j\rVert=1$. Geometrically, the volume of a parallelepiped is at most the product of its edge lengths.

```lean
/-- Hadamard's inequality: the absolute determinant of a real square matrix is at most the
product of the Euclidean lengths of its columns. -/
theorem hadamard (M : Matrix (Fin n) (Fin n) ℝ) :
    |M.det| ≤ ∏ j, Real.sqrt (∑ i, M i j ^ 2) := by
  have : Fact (Module.finrank ℝ (EuclideanSpace ℝ (Fin n)) = n) := ⟨by simp⟩
  let b := EuclideanSpace.basisFun (Fin n) ℝ
  let c : Fin n → EuclideanSpace ℝ (Fin n) := fun j => WithLp.toLp 2 (fun i => M i j)
  -- the determinant is the volume spanned by the columns
  have h1 := b.toBasis.orientation.abs_volumeForm_apply_le c
  rw [b.toBasis.orientation.volumeForm_robust' b c, b.toBasis.det_apply] at h1
  have h2 : b.toBasis.toMatrix c = M := by
    ext i j
    rw [b.toBasis.toMatrix_apply]
    simp [b, c]
  rw [h2] at h1
  refine h1.trans (le_of_eq (Finset.prod_congr rfl fun j _ => ?_))
  rw [EuclideanSpace.norm_eq]
  simp [c]
```

The Lean proof takes the geometric statement from Mathlib: `abs_volumeForm_apply_le` bounds the volume form on $n$ vectors by the product of their norms. The columns are placed in `EuclideanSpace ℝ (Fin n)` as `c`, `volumeForm_robust'` identifies the absolute volume with the absolute determinant in the standard orthonormal basis `b`, and `h2` shows that the coordinate matrix of the columns is $M$ itself.

## (b) Overlaps with an orthonormal family

Let $e_0,\dots,e_{n-1}$ be orthonormal in $E$ and let $w_0,\dots,w_{n-1}$ be arbitrary vectors. Show that $|\det S(e,w)|\le\prod_j\lVert w_j\rVert$.

Column $j$ of $S(e,w)$ holds the components $\langle e_i,w_j\rangle$. Subtracting them from $w_j$ and expanding the square gives Bessel's inequality,
$$0\le\Big\lVert w_j-\sum_i\langle e_i,w_j\rangle e_i\Big\rVert^2=\lVert w_j\rVert^2-\sum_i\langle e_i,w_j\rangle^2 .$$
Each column therefore has length at most $\lVert w_j\rVert$, whether or not $w_j$ lies in the span of the $e_i$. Part (a) bounds the determinant by the product of the column lengths, and non-negative factors may be enlarged one at a time.

```lean
/-- The overlap determinant of an orthonormal family `e` with arbitrary vectors `w` is bounded
in absolute value by the product of the norms of the `w j`. -/
theorem abs_det_overlap_orthonormal {e : Fin n → E} (he : Orthonormal ℝ e) (w : Fin n → E) :
    |(overlap e w).det| ≤ ∏ j, ‖w j‖ := by
  refine (hadamard _).trans
    (Finset.prod_le_prod (fun j _ => Real.sqrt_nonneg _) fun j _ => ?_)
  -- Bessel's inequality for each column
  have hb := he.sum_inner_products_le (s := Finset.univ) (w j)
  simp only [Real.norm_eq_abs, sq_abs] at hb
  exact Real.sqrt_le_iff.mpr ⟨norm_nonneg _, hb⟩
```

Here `hadamard _` supplies part (a), `Finset.prod_le_prod` compares the products factor by factor, and `he.sum_inner_products_le` is Bessel's inequality. `Real.sqrt_le_iff` passes from the squared form to the column length.

## (c) An orthonormal family adapted to independent vectors

Let $u_0,\dots,u_{n-1}$ be linearly independent. Show that there are orthonormal vectors $e_0,\dots,e_{n-1}$ in $E$ with $u_i=\sum_k\langle e_k,u_i\rangle\,e_k$ for every $i$.

Let $W$ be the span of the $u_i$. Independence makes its dimension exactly $n$, so Gram–Schmidt inside $W$ yields an orthonormal basis $e_0,\dots,e_{n-1}$ of $W$. Since $u_i\in W$, it has an expansion $u_i=\sum_k a_{ki}\,e_k$ with real coefficients $a_{ki}$, and the inner product with $e_k$ gives $a_{ki}=\langle e_k,u_i\rangle$. The count matters for part (d): with exactly $n$ basis vectors the coefficient matrix is square and has a determinant.

```lean
/-- For `n` linearly independent vectors there is an orthonormal family of `n` vectors in which
each of them is expanded. -/
theorem exists_orthonormal_expansion {u : Fin n → E} (hu : LinearIndependent ℝ u) :
    ∃ e : Fin n → E, Orthonormal ℝ e ∧ ∀ i, ∑ k, inner ℝ (e k) (u i) • e k = u i := by
  let W := Submodule.span ℝ (Set.range u)
  have : FiniteDimensional ℝ W := FiniteDimensional.span_of_finite ℝ (Set.finite_range u)
  have hW : Module.finrank ℝ W = n := (finrank_span_eq_card hu).trans (Fintype.card_fin n)
  let b := (stdOrthonormalBasis ℝ W).reindex (finCongr hW)
  refine ⟨fun k => (b k : E), b.orthonormal.comp_linearIsometry W.subtypeₗᵢ, fun i => ?_⟩
  have h := congrArg W.subtype
    (b.sum_repr' ⟨u i, Submodule.subset_span (Set.mem_range_self i)⟩)
  rw [map_sum] at h
  exact h
```

In Lean, `hW` states $\dim W=n$ through `finrank_span_eq_card`. The basis `stdOrthonormalBasis ℝ W` is relabelled by `Fin n`, `b.sum_repr'` is the expansion within $W$, and the inclusion of $W$ in $E$ carries both orthonormality and the expansion over to $E$.

## (d) The Gram–Hadamard bound

For arbitrary families $u$ and $v$ of $n$ vectors in $E$, show that
$$|\det S(u,v)|\le\prod_i\lVert u_i\rVert\,\lVert v_i\rVert .$$

Suppose first that the $u_i$ are dependent, so $\sum_k\gamma_k u_k=0$ for real $\gamma_k$ not all zero. The inner product with $v_j$ gives $\sum_k\gamma_k S(u,v)_{kj}=0$ for every $j$. The rows are dependent, the determinant vanishes, and the bound holds. This case includes every $n$ larger than the dimension of $E$.

Now let the $u_i$ be independent and take $e$ from part (c). Inserting the expansion of $u_i$,
$$S(u,v)_{ij}=\sum_k\langle e_k,u_i\rangle\langle e_k,v_j\rangle=(A^{\mathsf T}B)_{ij},\qquad A=S(e,u),\quad B=S(e,v).$$
Hence $|\det S(u,v)|=|\det A|\,|\det B|$, and part (b), applied once with $w=u$ and once with $w=v$, gives $|\det A|\le\prod_i\lVert u_i\rVert$ and $|\det B|\le\prod_i\lVert v_i\rVert$. For $n=1$ the result is the Cauchy–Schwarz inequality.

```lean
/-- Gram-Hadamard bound: the determinant of the matrix `⟨u i, v j⟩` is at most
`∏ i, ‖u i‖ ‖v i‖` in absolute value. -/
theorem gram_hadamard (u v : Fin n → E) :
    |(overlap u v).det| ≤ ∏ i, ‖u i‖ * ‖v i‖ := by
  by_cases hu : LinearIndependent ℝ u
  · obtain ⟨e, he, hexp⟩ := exists_orthonormal_expansion hu
    -- insert the resolution of the identity on the span of the `u i`
    have hM : overlap u v = (overlap e u)ᵀ * overlap e v := by
      ext i j
      calc overlap u v i j = inner ℝ (∑ k, inner ℝ (e k) (u i) • e k) (v j) := by
            rw [hexp i]
            rfl
        _ = ∑ k, inner ℝ (e k) (u i) * inner ℝ (e k) (v j) := by
            rw [sum_inner]
            exact Finset.sum_congr rfl fun k _ => real_inner_smul_left _ _ _
        _ = ((overlap e u)ᵀ * overlap e v) i j := by
            simp [overlap, Matrix.mul_apply]
    rw [hM, Matrix.det_mul, Matrix.det_transpose, abs_mul, Finset.prod_mul_distrib]
    exact mul_le_mul (abs_det_overlap_orthonormal he u) (abs_det_overlap_orthonormal he v)
      (abs_nonneg _) (Finset.prod_nonneg fun i _ => norm_nonneg _)
  · -- dependent vectors give dependent rows
    obtain ⟨c, hc, i, hi⟩ := Fintype.not_linearIndependent_iff.mp hu
    have h0 : (overlap u v).det = 0 := by
      refine Matrix.exists_vecMul_eq_zero_iff.mp ⟨c, fun h => hi (congrFun h i), ?_⟩
      funext j
      have h1 : inner ℝ (∑ k, c k • u k) (v j) = (0 : ℝ) := by
        rw [hc, inner_zero_left]
      rw [sum_inner] at h1
      simp only [real_inner_smul_left] at h1
      exact h1
    rw [h0, abs_zero]
    exact Finset.prod_nonneg fun i _ => mul_nonneg (norm_nonneg _) (norm_nonneg _)
```

`gram_hadamard` has no hypothesis on `u` or `v`; in particular they are not normalised, and for unit vectors the bound reads $|\det S|\le1$. The step `by_cases hu` separates the two cases. In the independent one, `hM` is the factorisation $A^{\mathsf T}B$, after which `Matrix.det_mul`, `Matrix.det_transpose` and `mul_le_mul` combine the two uses of part (b). In the dependent one, the coefficients `c` play the role of $\gamma$, and `Matrix.exists_vecMul_eq_zero_iff` turns a non-zero row vector annihilating the matrix into a zero determinant.

## (e) Equality for orthogonal vectors

Let $\langle u_i,u_j\rangle=0$ for $i\ne j$. Show that $\det S(u,u)=\prod_i\lVert u_i\rVert\,\lVert u_i\rVert$.

The off-diagonal entries vanish by assumption and the diagonal ones are $\langle u_i,u_i\rangle=\lVert u_i\rVert^2$. The determinant of a diagonal matrix is the product of its diagonal entries, which is the right side of part (d) with $v=u$. For orthonormal vectors both sides equal $1$. Zero vectors are admitted, and then both sides are $0$.

```lean
/-- The bound is attained for `v = u` with pairwise orthogonal vectors. -/
theorem gram_hadamard_sharp (u : Fin n → E)
    (hu : ∀ i j, i ≠ j → inner ℝ (u i) (u j) = (0 : ℝ)) :
    (overlap u u).det = ∏ i, ‖u i‖ * ‖u i‖ := by
  have h : overlap u u = Matrix.diagonal fun i => ‖u i‖ * ‖u i‖ := by
    ext i j
    by_cases hij : i = j
    · subst hij
      rw [Matrix.diagonal_apply_eq]
      exact real_inner_self_eq_norm_mul_norm _
    · rw [Matrix.diagonal_apply_ne _ hij]
      exact hu i j hij
  rw [h, Matrix.det_diagonal]
```

The step `h` identifies the matrix with a `Matrix.diagonal`, entry by entry, and `Matrix.det_diagonal` finishes. The theorem exhibits one situation of equality and does not classify all of them.

## The expansion and its assumptions

Vertex positions lie in a set $X$ with a measure $\mu$, for example an imaginary time together with a lattice site, integrated or summed over time and summed over sites, subject to the restriction on time-ordered propagators stated at the end of this section. Two functions $f,g:X\to E$ define $G(x,y)=\langle f(x),g(y)\rangle$. For $x=(x_0,\dots,x_{n-1})$, the vertex determinant is $D_n(x)=\det[G(x_i,x_j)]$, the overlap determinant with $u_i=f(x_i)$ and $v_j=g(x_j)$, diagonal entries $G(x_i,x_i)$ included. In Lean it is `vertexDet f g n x`.

```lean
variable {X : Type*} [MeasurableSpace X]

/-- The determinant of the propagator `G(x, y) = ⟨f x, g y⟩` evaluated on `n` vertices `x i`. -/
def vertexDet (f g : X → E) (n : ℕ) (x : Fin n → X) : ℝ :=
  (overlap (fun i => f (x i)) (fun j => g (x j))).det
```

The order-$n$ term is
$$T_n=\frac{t^n}{n!}\int D_n\,d\mu^n ,$$
where $\mu^n$ is the $n$-fold product measure, `Measure.pi fun _ : Fin n => μ`. All positions are integrated independently, and $1/n!$ removes the overcounting of vertex labellings. A factor $(-1)^n$ can be absorbed in the sign of $t$. The zeroth term is $T_0=1$.

```lean
/-- The order-`n` term of the determinantal expansion at coupling `t`: `tⁿ / n!` times the
integral of the propagator determinant over all `n` vertex positions. -/
def orderTerm (μ : Measure X) (f g : X → E) (t : ℝ) (n : ℕ) : ℝ :=
  t ^ n / n.factorial * ∫ x, vertexDet f g n x ∂(Measure.pi fun _ : Fin n => μ)
```

Three hypotheses enter parts (f) and (g). `SigmaFinite μ` allows multiple integrals to be factorised. `hG` makes $G$ measurable as a function of the pair $(x,y)$; the vectors $f(x)$ and $g(x)$ themselves need not be measurable. `hK` says that $h(x)=\lVert f(x)\rVert\,\lVert g(x)\rVert$ is integrable, with $K=\int h\,d\mu$. The constant $K$ is the integrated weight that the bound assigns to one vertex. It depends on the chosen $f$ and $g$, and if $h$ is a constant $C$ then $K=C\,\mu(X)$, proportional to the space-time volume. That a given propagator can be written in this Gram form with finite $K$ is assumed and not derived, and the assumption is restrictive. The time-ordered free fermion propagator in continuous imaginary time jumps at equal times and has no Gram form: if the $m\times m$ triangular step matrix is written as inner products $\langle u_i,v_j\rangle$, the largest product $\lVert u_i\rVert\,\lVert v_j\rVert$ must grow at least like $\log m$ as time points are added, whereas functions $f$ and $g$ on a continuum of times would have norms below a common constant at infinitely many of those times. For a real propagator on finitely many sites the form is available with a finite time grid or with a frequency cutoff that is symmetric about zero. Then $K$ depends on the grid or cutoff, and the theorems say nothing about removing it. These remarks on the jump are an aside that none of the theorems states.

## (f) The integrated determinant is at most $K^n$

Under these hypotheses, show for every $n$ that $D_n$ is integrable with respect to $\mu^n$ and that $\big|\int D_n\,d\mu^n\big|\le K^n$.

The Leibniz formula writes $D_n(x)=\sum_\sigma\operatorname{sgn}(\sigma)\prod_i G(x_{\sigma(i)},x_i)$, with $\sigma$ running over the permutations of $0,\dots,n-1$. This is a finite sum of products of measurable functions, so $D_n$ is measurable. Part (d) gives $|D_n(x)|\le\prod_i h(x_i)$ at every $x$. The majorant is a product of integrable one-vertex functions, hence integrable, and so is $D_n$. Then
$$\Big|\int D_n\,d\mu^n\Big|\le\int|D_n|\,d\mu^n\le\int\prod_i h(x_i)\,d\mu^n=\prod_i\int h\,d\mu=K^n .$$

For comparison, bounding each of the $n!$ Leibniz terms separately by Cauchy–Schwarz gives only $n!\,K^n$, which cancels the $1/n!$ in $T_n$ and leaves a geometric majorant that is summable only for $|t|K<1$; this comparison is an aside that none of the theorems states.

```lean
/-- For a measurable propagator `⟨f x, g y⟩` with `‖f x‖ ‖g x‖` integrable of integral `K`, the
`n`-vertex determinant is integrable and its integral is at most `Kⁿ` in absolute value. -/
theorem integral_vertexDet_le (μ : Measure X) [SigmaFinite μ] (f g : X → E)
    (hG : Measurable fun p : X × X => (inner ℝ (f p.1) (g p.2) : ℝ))
    (hK : Integrable (fun x => ‖f x‖ * ‖g x‖) μ) (n : ℕ) :
    Integrable (vertexDet f g n) (Measure.pi fun _ : Fin n => μ) ∧
    |∫ x, vertexDet f g n x ∂(Measure.pi fun _ : Fin n => μ)|
      ≤ (∫ x, ‖f x‖ * ‖g x‖ ∂μ) ^ n := by
  have hent : ∀ i j : Fin n,
      Measurable fun x : Fin n → X => (inner ℝ (f (x i)) (g (x j)) : ℝ) := by
    intro i j
    have hp : Measurable fun x : Fin n → X => (x i, x j) :=
      (measurable_pi_apply i).prodMk (measurable_pi_apply j)
    have hc := hG.comp hp
    exact hc
  have hmeas : Measurable (vertexDet f g n) := by
    have h : vertexDet f g n = fun x => ∑ s : Equiv.Perm (Fin n),
        ((Equiv.Perm.sign s : ℤ) : ℝ) * ∏ i, (inner ℝ (f (x (s i))) (g (x i)) : ℝ) := by
      funext x
      unfold vertexDet
      rw [Matrix.det_apply']
      rfl
    rw [h]
    exact Finset.measurable_fun_sum _ fun s _ =>
      (Finset.measurable_fun_prod _ fun i _ => hent (s i) i).const_mul _
  -- the Gram-Hadamard majorant factorises over the vertices
  have hdom : Integrable (fun x : Fin n → X => ∏ i, ‖f (x i)‖ * ‖g (x i)‖)
      (Measure.pi fun _ : Fin n => μ) :=
    Integrable.fintype_prod (f := fun _ x => ‖f x‖ * ‖g x‖) fun _ => hK
  have hle : ∀ x, ‖vertexDet f g n x‖ ≤ ∏ i, ‖f (x i)‖ * ‖g (x i)‖ := fun x =>
    gram_hadamard (fun i => f (x i)) (fun j => g (x j))
  refine ⟨hdom.mono' hmeas.aestronglyMeasurable (Filter.Eventually.of_forall hle), ?_⟩
  have h := norm_integral_le_of_norm_le hdom (Filter.Eventually.of_forall hle)
  rw [integral_fintype_prod_eq_pow (f := fun x => ‖f x‖ * ‖g x‖), Fintype.card_fin] at h
  exact h
```

`integral_vertexDet_le` is a conjunction of integrability and the inequality between the two ends of the chain. Lean assigns the value $0$ to the integral of a non-integrable function and to the sum of a non-summable series, so the first conjunct, here and in part (g), is what gives the inequality its content. In the proof, `hent` and `hmeas` are the measurability argument, where the Leibniz sum serves no other purpose. `hle` is the pointwise use of `gram_hadamard`, `hdom` the integrability of the majorant, and `hdom.mono'` transfers it to $D_n$. Finally `norm_integral_le_of_norm_le` bounds the integral by that of the majorant, which `integral_fintype_prod_eq_pow` evaluates as $K^n$.

## (g) Absolute convergence at every coupling

Under the same hypotheses, show for every real $t$ that $\sum_n|T_n|$ converges and that $\sum_{n=0}^\infty|T_n|\le e^{|t|K}$.

Since $h\ge0$, also $K\ge0$. Part (f) gives
$$|T_n|=\frac{|t|^n}{n!}\Big|\int D_n\,d\mu^n\Big|\le\frac{(|t|K)^n}{n!}.$$
For any natural number $N$, summing over $n<N$ yields $\sum_{n<N}|T_n|\le\sum_{n<N}(|t|K)^n/n!\le e^{|t|K}$, because the omitted terms of the exponential series are non-negative. The partial sums of $|T_n|$ are non-decreasing and bounded, so they converge, and the limit obeys the same bound.

```lean
/-- Under the same conditions the determinantal expansion converges absolutely for every
coupling `t`, and the sum of the absolute values of its terms is at most `exp (|t| K)`. -/
theorem expansion_converges (μ : Measure X) [SigmaFinite μ] (f g : X → E)
    (hG : Measurable fun p : X × X => (inner ℝ (f p.1) (g p.2) : ℝ))
    (hK : Integrable (fun x => ‖f x‖ * ‖g x‖) μ) (t : ℝ) :
    Summable (fun n => |orderTerm μ f g t n|) ∧
    ∑' n, |orderTerm μ f g t n| ≤ Real.exp (|t| * ∫ x, ‖f x‖ * ‖g x‖ ∂μ) := by
  have hK0 : 0 ≤ ∫ x, ‖f x‖ * ‖g x‖ ∂μ :=
    integral_nonneg fun x => mul_nonneg (norm_nonneg _) (norm_nonneg _)
  -- termwise comparison with the exponential series
  have hterm : ∀ n, |orderTerm μ f g t n|
      ≤ (|t| * ∫ x, ‖f x‖ * ‖g x‖ ∂μ) ^ n / n.factorial := by
    intro n
    have h := (integral_vertexDet_le μ f g hG hK n).2
    unfold orderTerm
    rw [abs_mul, abs_div, abs_pow, Nat.abs_cast, mul_pow, mul_div_right_comm]
    exact mul_le_mul_of_nonneg_left h (by positivity)
  have hpart : ∀ N, ∑ n ∈ Finset.range N, |orderTerm μ f g t n|
      ≤ Real.exp (|t| * ∫ x, ‖f x‖ * ‖g x‖ ∂μ) := fun N =>
    (Finset.sum_le_sum fun n _ => hterm n).trans
      (Real.sum_le_exp_of_nonneg (mul_nonneg (abs_nonneg t) hK0) N)
  have hs : Summable (fun n => |orderTerm μ f g t n|) :=
    summable_of_sum_range_le (fun n => abs_nonneg _) hpart
  exact ⟨hs, le_of_tendsto' hs.hasSum.tendsto_sum_nat hpart⟩

end

end GramHadamard
```

In `expansion_converges`, `Summable` is the convergence and `∑'` the infinite sum. The steps `hK0`, `hterm` and `hpart` are $K\ge0$, the termwise estimate and the bound on partial sums, the last through `Real.sum_le_exp_of_nonneg`. Then `summable_of_sum_range_le` gives convergence and `le_of_tendsto'` passes the bound to the limit.

The absolute value is taken after the integration over positions, one order at a time. The series is the full one, with a single determinant per order and no removal of disconnected diagrams, so the theorem is silent on its logarithm and on ratios of such series. It also makes no statement about an infinite-volume limit, in which $K$ may diverge, or about the statistical error and average sign of a sampling estimate.

```lean
#print axioms GramHadamard.gram_hadamard
-- 'GramHadamard.gram_hadamard' depends on axioms: [propext, Classical.choice, Quot.sound]
#print axioms GramHadamard.gram_hadamard_sharp
-- 'GramHadamard.gram_hadamard_sharp' depends on axioms: [propext, Classical.choice, Quot.sound]
#print axioms GramHadamard.expansion_converges
-- 'GramHadamard.expansion_converges' depends on axioms: [propext, Classical.choice, Quot.sound]
```
